For p > 0, the exponent derivative of (p/π)^(d/2) exp(−p|x|²) is −1/(4p²) times its Laplacian

Q: Let me try it on a line first. Take a real coordinate x, an exponent p > 0, and

g(p, x) = (p/π)^(1/2) exp(−p x²).

Where does a second derivative in x come from when I vary p?

A: Differentiate twice in x, with the prefactor a constant. The chain rule and then the product rule give

∂g/∂x = −2p x g,

∂²g/∂x² = −2p g + (−2p x)(−2p x g) = (4p² x² − 2p) g.

Now differentiate in p. The prefactor is proportional to p^(1/2), so it contributes g/(2p), and the exponential contributes −x² g:

∂g/∂p = (1/(2p) − x²) g.

Multiplying 4p² x² − 2p by −1/(4p²) gives −x² + 1/(2p), which is the same bracket. Hence

∂g/∂p = −(1/(4p²)) ∂²g/∂x².

The x² terms match through the exponential alone, and the constant terms match through the prefactor.

Q: I would like numbers.

A: Take p = 2 and x = 1. Then g = (2/π)^(1/2) e^(−2) ≈ 0.797885 × 0.135335 ≈ 0.107982. The exponent derivative is (1/4 − 1) g = −0.75 g ≈ −0.08099. The second derivative is (16 − 4) g = 12 g ≈ 1.29578, and −1/16 of that is again −0.75 g. A central difference agrees: g(2.01, 1) ≈ 0.107174 and g(1.99, 1) ≈ 0.108794, so the slope is −0.001620/0.02 ≈ −0.0810.

Q: And in d dimensions?

A: Let x have coordinates x_i with i = 0, …, d − 1, write |x|² = Σ_i x_i², let ∂_i be the partial derivative in x_i, let Δ = Σ_i ∂_i², and set

g(p, x) = (p/π)^(d/2) exp(−p |x|²).

Since ∂_i |x|² = 2 x_i, each coordinate behaves like the line:

∂_i g = −2p x_i g,

∂_i² g = (4p² x_i² − 2p) g.

Summing over the d coordinates collects |x|² from the first term and d copies of the second:

Δg = (4p² |x|² − 2p d) g.

The prefactor now scales as p^(d/2), with logarithmic derivative d/(2p), so

∂g/∂p = (d/(2p) − |x|²) g = −(1/(4p²)) Δg.

Q: I accept the algebra. My doubt is whether the objects in Lean are these objects. What is a point, and what is |x|²?

A: A point of ℝ^d is a function `Fin d → ℝ`, one real number `x i` for each index 0, …, d − 1. The dimension `d` is any natural number. The squared length is written out as a sum in `r2`, which fixes Cartesian coordinates and the Euclidean metric. Mathlib's default norm on this function type is the maximum of the |x_i|, and the definition does not use it.

```lean
import Mathlib

open Real Function

namespace GaussianExponentDiffusion

noncomputable section

variable {d : ℕ}

/-- Squared distance from the origin, `|x|² = Σ x_i²`. -/
def r2 (x : Fin d → ℝ) : ℝ := ∑ i, x i ^ 2

/-- The Gaussian `g(p,x) = (p/π)^(d/2) exp(-p |x|²)` in `d` dimensions. -/
def gauss (p : ℝ) (x : Fin d → ℝ) : ℝ := (p / π) ^ ((d : ℝ) / 2) * exp (-p * r2 x)
```

Q: The exponent `(d : ℝ) / 2` is a real power. Is this g normalised, and in which sense?

A: The real power lets odd d be treated together with even d. The prefactor is the one that gives g unit integral over ℝ^d, so g is a unit-charge density, and p > 0 is the condition for a decaying profile of finite width. A normalised s-type orbital with exponent α > 0 has prefactor (2α/π)^(d/4), and its square is g(2α, x). The theorems are pointwise and contain no integral; the prefactor enters by definition. Its dependence on p matters. For the bare exponential E = exp(−p|x|²) the same steps give ∂E/∂p = −(1/(4p²)) ΔE − (d/(2p)) E, with an extra term proportional to E itself.

Q: How are partial derivatives expressed?

A: `update x i s` is the point x with coordinate i replaced by s and all other coordinates unchanged. As s runs over ℝ it traces the line through x parallel to axis i. So `pd i f x` restricts the field f to this line and takes the ordinary one-variable derivative at s = x_i, and `laplacian` applies `pd i` twice and sums over i.

```lean
/-- Partial derivative of a scalar field along the `i`-th Cartesian coordinate. -/
def pd (i : Fin d) (f : (Fin d → ℝ) → ℝ) (x : Fin d → ℝ) : ℝ :=
  deriv (fun s => f (update x i s)) (x i)

/-- The Laplacian, the sum of the second partial derivatives. -/
def laplacian (f : (Fin d → ℝ) → ℝ) (x : Fin d → ℝ) : ℝ := ∑ i, pd i (pd i f) x
```

Q: Here is my first real objection. `deriv` is defined for every function, differentiable or not. How do I know that this Laplacian means anything?

A: Where a function has no derivative, `deriv` returns 0, so a definition made of `deriv` alone does not show that a derivative is there. The proof turns on the relation `HasDerivAt f f' s`, which says that f is differentiable at s with derivative f'. It comes with rules that build a new statement from old ones: `fun_mul` for a product, `const_mul` for a constant factor, `exp` for composition with the exponential. Each rule returns the derivative in the raw shape that the rule produces, and `congr_deriv` replaces this shape by an equal expression, the equality being left to `ring` or `field_simp`. Finally `.deriv` turns `HasDerivAt f f' s` into the equation `deriv` of f at s equals f'. Every value of `pd` for the Gaussian is obtained through such a step, so each one is a true derivative.

The first lemma is ∂_i |x|² = 2 x_i. Along the line, |x|² splits into `t * t` plus the sum over the other indices, written with `Finset.univ.erase i`, which does not depend on t. The product rule for t·t gives 2s, and `add_const` absorbs the rest.

```lean
/-- Along the `i`-th coordinate line, `|x|²` has derivative `2 s` at coordinate value `s`. -/
theorem hasDerivAt_r2 (x : Fin d → ℝ) (i : Fin d) (s : ℝ) :
    HasDerivAt (fun t => r2 (update x i t)) (2 * s) s := by
  have h : ∀ t, r2 (update x i t) = t * t + ∑ j ∈ Finset.univ.erase i, x j ^ 2 := by
    intro t
    unfold r2
    rw [← Finset.add_sum_erase _ _ (Finset.mem_univ i), update_self, sq]
    congr 1
    refine Finset.sum_congr rfl fun j hj => ?_
    rw [update_of_ne (Finset.ne_of_mem_erase hj)]
  simp only [h]
  exact (((hasDerivAt_id' s).fun_mul (hasDerivAt_id' s)).add_const _).congr_deriv (by ring)
```

The second is the chain rule: multiply by −p, apply `exp`, multiply by the prefactor.

```lean
/-- Along the `i`-th coordinate line the Gaussian has derivative `-2 p s g`. -/
theorem hasDerivAt_gauss_coord (p : ℝ) (x : Fin d → ℝ) (i : Fin d) (s : ℝ) :
    HasDerivAt (fun t => gauss p (update x i t)) (-2 * p * s * gauss p (update x i s)) s := by
  have h := (((hasDerivAt_r2 x i s).const_mul (-p)).exp).const_mul ((p / π) ^ ((d : ℝ) / 2))
  unfold gauss
  exact h.congr_deriv (by ring)
```

Q: Why do both carry a free value `s`, when I only want the derivative at x_i?

A: The free s costs nothing and makes the statements slightly more general; the next lemma always takes s equal to coordinate i of the base point. What matters is that a second derivative at x_i needs the first derivative as a function near x_i, and this comes from the base point being arbitrary: the step `h1` applies the chain-rule lemma at the base point `update x i t`, with s equal to its i-th coordinate t, and finds that `pd i (gauss p)` is −2p t g at every point of the line. After this substitution the function of t is a product of −2p t and g, and the product rule gives −2p g + (−2p x_i)² g, which `ring` brings to the form (4p² x_i² − 2p) g. The identities `update_eq_self` and `update_self` say that putting x_i back in place returns x, and that coordinate i of the updated point is the new value.

```lean
/-- The first partial derivative `∂_i g` is differentiable along `x_i`, with
`∂_i² g = (4 p² x_i² - 2 p) g`. -/
theorem hasDerivAt_pd_gauss (p : ℝ) (x : Fin d → ℝ) (i : Fin d) :
    HasDerivAt (fun t => pd i (gauss p) (update x i t))
      ((4 * p ^ 2 * x i ^ 2 - 2 * p) * gauss p x) (x i) := by
  -- first derivative everywhere on the line
  have h1 : ∀ t, pd i (gauss p) (update x i t) = -2 * p * t * gauss p (update x i t) := by
    intro t
    unfold pd
    rw [(hasDerivAt_gauss_coord p (update x i t) i _).deriv, update_eq_self, update_self]
  simp only [h1]
  have h := ((hasDerivAt_id' (x i)).const_mul (-2 * p)).fun_mul
    (hasDerivAt_gauss_coord p x i (x i))
  refine h.congr_deriv ?_
  rw [update_eq_self]
  ring
```

The sum over i follows. The common factor g is pulled out, the sum of 4p² x_i² becomes 4p² |x|², and the sum of the constant 2p over `Fin d` becomes 2p d.

```lean
/-- The Laplacian of the Gaussian is `(4 p² |x|² - 2 p d) g`. -/
theorem laplacian_gauss (p : ℝ) (x : Fin d → ℝ) :
    laplacian (gauss p) x = (4 * p ^ 2 * r2 x - 2 * p * d) * gauss p x := by
  have h : ∀ i, pd i (pd i (gauss p)) x = (4 * p ^ 2 * x i ^ 2 - 2 * p) * gauss p x :=
    fun i => (hasDerivAt_pd_gauss p x i).deriv
  unfold laplacian
  simp only [h]
  rw [← Finset.sum_mul, Finset.sum_sub_distrib, ← Finset.mul_sum, Finset.sum_const,
    Finset.card_univ, Fintype.card_fin, nsmul_eq_mul]
  unfold r2
  ring
```

Q: Those three lemmas about g have no hypothesis on p.

A: None is needed, because in x the prefactor is a constant whatever its value. The hypothesis on p enters with the derivative in p, and the proof there uses only its consequence p ≠ 0. Positivity is assumed because it is the decaying case and keeps the real power on a positive base; it is used as such in the last theorem, for g > 0. In the proof of the exponent derivative, which comes next, `hN` differentiates (q/π)^(d/2) in the running exponent q by `rpow_const`, which is given the fact `hq` that the base p/π is nonzero, and `hE` differentiates exp(−q|x|²). After the product rule the prefactor appears with power d/2 − 1, and `rpow_sub_one` rewrites this as the power d/2 divided by p/π. Together with the factors d/2 and 1/π from the differentiation, this is d/(2p) times the prefactor, in agreement with the logarithmic derivative above. The two `generalize` lines name the prefactor N and the exponential E, and what remains is an identity of rational expressions.

```lean
/-- For a positive exponent, `∂g/∂p = (d/(2p) - |x|²) g`. -/
theorem hasDerivAt_gauss_exponent {p : ℝ} (hp : 0 < p) (x : Fin d → ℝ) :
    HasDerivAt (fun q => gauss q x) (((d : ℝ) / (2 * p) - r2 x) * gauss p x) p := by
  have hπ : π ≠ 0 := pi_ne_zero
  have hp' : p ≠ 0 := hp.ne'
  have hq : p / π ≠ 0 := div_ne_zero hp' hπ
  -- prefactor and exponential, then the product rule
  have hN := ((hasDerivAt_id' p).div_const π).rpow_const (p := (d : ℝ) / 2) (Or.inl hq)
  have hE := (((hasDerivAt_id' p).fun_neg).mul_const (r2 x)).exp
  unfold gauss
  refine (hN.fun_mul hE).congr_deriv ?_
  rw [rpow_sub_one hq]
  generalize (p / π) ^ ((d : ℝ) / 2) = N
  generalize exp (-p * r2 x) = E
  field_simp
  ring
```

Q: Then read me the main statement.

A: For every d, every real p > 0 and every point x, the function q ↦ g(q, x) is differentiable at q = p, and its derivative there is −(1/(4p²)) times the Laplacian of g(p, ·) at x. The proof takes the previous lemma, rewrites the Laplacian with `laplacian_gauss`, and checks

d/(2p) − |x|² = −(1/(4p²)) (4p² |x|² − 2p d)

by clearing denominators. At d = 0 there is one point, g = 1, the sum is empty, and both sides are 0.

```lean
/-- Exponent derivative as diffusion: for `p > 0`, `∂g/∂p = -(1/(4p²)) Σ_i ∂²g/∂x_i²`. -/
theorem exponent_derivative_eq_diffusion {p : ℝ} (hp : 0 < p) (x : Fin d → ℝ) :
    HasDerivAt (fun q => gauss q x) (-(1 / (4 * p ^ 2)) * laplacian (gauss p) x) p := by
  have hp' : p ≠ 0 := hp.ne'
  refine (hasDerivAt_gauss_exponent hp x).congr_deriv ?_
  rw [laplacian_gauss]
  generalize gauss p x = G
  field_simp
  ring
```

Q: How does this relate to Hermite Gaussians? I see no Hermite polynomial in any definition.

A: There is none. Hermite Gaussians are the derivatives of a Gaussian with respect to its centre, and this is the form in which the next theorem is stated. For a centre P with coordinates P_i, put u = x − P. Because ∂u_i/∂P_i = −1, each derivative in P_i is minus the derivative in x_i, and two of them give

∂²g(p, x − P)/∂P_i² = (4p² u_i² − 2p) g(p, u).

With H₂(y) = 4y² − 2 the bracket equals p H₂(√p u_i), which accounts for the name; this rewriting, like the other physical identifications I make along the way, is commentary and is not among the checked statements. The theorem says that for p > 0 the derivative of q ↦ g(q, x − P) at p is −(1/(4p²)) times the Laplacian of Q ↦ g(p, x − Q), evaluated at Q = P. The field point x is held fixed, the centre Q is the variable, and P does not depend on the exponent.

The proof avoids differentiating again. `hev` shows g(q, x − Q) = g(q, Q − x), coordinate by coordinate in `r2`. `hsh` shows that `pd` commutes with the shift Q ↦ Q − x: changing coordinate i of Q to s changes coordinate i of Q − x to s − x_i, and `deriv_comp_sub_const` handles the translated one-variable derivative. Applying `hsh` twice gives `hl`, which turns the centre Laplacian into Δg at the point P − x, where the main theorem applies.

```lean
/-- For the Gaussian `g(p, x - P)` centred at `P` and `p > 0`, the exponent derivative is
`-(1/(4p²))` times the sum of second derivatives with respect to the centre coordinates. -/
theorem exponent_derivative_eq_centre_laplacian {p : ℝ} (hp : 0 < p) (x P : Fin d → ℝ) :
    HasDerivAt (fun q => gauss q (x - P))
      (-(1 / (4 * p ^ 2)) * laplacian (fun Q => gauss p (x - Q)) P) p := by
  -- the Gaussian is even
  have hev : ∀ (q : ℝ) (Q : Fin d → ℝ), gauss q (x - Q) = gauss q (Q - x) := by
    intro q Q
    have : r2 (x - Q) = r2 (Q - x) := by
      unfold r2
      refine Finset.sum_congr rfl fun j _ => ?_
      simp only [Pi.sub_apply]
      ring
    unfold gauss
    rw [this]
  -- partial derivatives commute with a shift of the origin
  have hsh : ∀ (i : Fin d) (f : (Fin d → ℝ) → ℝ),
      pd i (fun Q => f (Q - x)) = fun Q => pd i f (Q - x) := by
    intro i f
    funext Q
    have hu : ∀ s, update Q i s - x = update (Q - x) i (s - x i) := by
      intro s
      funext j
      by_cases hj : j = i
      · subst hj
        simp
      · simp [update_of_ne hj]
    unfold pd
    simp only [hu]
    exact deriv_comp_sub_const (fun s => f (update (Q - x) i s)) (x i) (Q i)
  have hl : laplacian (fun Q => gauss p (Q - x)) P = laplacian (gauss p) (P - x) := by
    unfold laplacian
    refine Finset.sum_congr rfl fun i _ => ?_
    rw [hsh i (gauss p), hsh i (pd i (gauss p))]
  simp only [hev]
  rw [hl]
  exact exponent_derivative_eq_diffusion hp (P - x)
```

Q: What does that give in an electronic-structure setting?

A: For a single isotropic s-type Gaussian density kept at unit charge, with a positive real exponent and a fixed centre, the response to a change of exponent in d = 3 is −1/(4p²) times the sum of the three unmixed second-order Hermite Gaussians ∂²g/∂P_i², one per axis, with no zeroth-order term. The statement does not cover angular factors, contracted functions, anisotropic or complex exponents, or a product of two orbitals whose common centre moves when one exponent changes. Carrying the identity under a Coulomb or overlap integral needs a separate argument for exchanging derivative and integral.

Q: The minus sign bothers me. Diffusion has a plus sign.

A: Increasing p narrows the Gaussian, so it runs the spreading backwards. Set p = 1/(4t) with t > 0, the elapsed time since the profile had zero width. Then

dp/dt = −1/(4t²) = −4p²,

∂g/∂t = (−4p²) (−(1/(4p²))) Δg = Δg,

and g becomes (4πt)^(−d/2) exp(−|x|²/(4t)). The diffusion constant is fixed at 1. For one free particle of mass m, the imaginary-time Schrödinger equation has this form with t = ħτ/(2m), where τ is the imaginary time and ħ the reduced Planck constant. In Lean the exponent is `(4 * s)⁻¹` with running time s, `hin` is the derivative dp/dt, and `HasDerivAt.comp` is the chain rule applied to the main theorem. The theorem states that the equation holds for each t > 0 and each x. The limit t → 0 and the uniqueness of solutions are not part of it.

```lean
/-- With exponent `p = 1/(4t)` and `t > 0` the Gaussian solves the heat equation
`∂g/∂t = Δg`. -/
theorem heat_equation {t : ℝ} (ht : 0 < t) (x : Fin d → ℝ) :
    HasDerivAt (fun s : ℝ => gauss (4 * s)⁻¹ x) (laplacian (gauss (4 * t)⁻¹) x) t := by
  have ht' : t ≠ 0 := ht.ne'
  have h4 : 4 * t ≠ 0 := by positivity
  have hp : 0 < (4 * t)⁻¹ := by positivity
  -- chain rule through p = 1/(4t)
  have hin : HasDerivAt (fun s : ℝ => (4 * s)⁻¹) (-(4 * 1) / (4 * t) ^ 2) t :=
    ((hasDerivAt_id' t).const_mul 4).inv h4
  have h := HasDerivAt.comp (h₂ := fun q => gauss q x) (h := fun s : ℝ => (4 * s)⁻¹) t
    (exponent_derivative_eq_diffusion hp x) hin
  refine HasDerivAt.congr_deriv h ?_
  generalize laplacian (gauss (4 * t)⁻¹) x = L
  field_simp
```

Q: One more check of the picture. If narrowing raises the centre and lowers the tails, the derivative should vanish somewhere between.

A: It vanishes exactly where |x|² = d/(2p). From ∂g/∂p = (d/(2p) − |x|²) g, a zero requires one factor to vanish, and g is strictly positive for p > 0. This is a sphere for d = 3, a circle for d = 2 and the two points ±(2p)^(−1/2) for d = 1, which are ±1/2 in the example with p = 2. For d = 0 the condition reads 0 = 0 at the single point, in agreement with g = 1. In the proof `hg` is the positivity of g, as a product of a positive real power and an exponential. The `deriv` in the statement is evaluated through `hasDerivAt_gauss_exponent`, `mul_eq_zero` splits the product into its two cases, and `hg` excludes the second.

```lean
/-- For `p > 0` the exponent derivative of the Gaussian vanishes exactly at the points with
`|x|² = d/(2p)`. -/
theorem exponent_derivative_eq_zero_iff {p : ℝ} (hp : 0 < p) (x : Fin d → ℝ) :
    deriv (fun q => gauss q x) p = 0 ↔ r2 x = (d : ℝ) / (2 * p) := by
  have hg : 0 < gauss p x := by
    unfold gauss
    exact mul_pos (rpow_pos_of_pos (div_pos hp pi_pos) _) (exp_pos _)
  rw [(hasDerivAt_gauss_exponent hp x).deriv, mul_eq_zero, sub_eq_zero]
  constructor
  · rintro (h | h)
    · exact h.symm
    · exact absurd h hg.ne'
  · exact fun h => Or.inl h.symm

end

end GaussianExponentDiffusion
```

```lean
#print axioms GaussianExponentDiffusion.exponent_derivative_eq_centre_laplacian
#print axioms GaussianExponentDiffusion.heat_equation
#print axioms GaussianExponentDiffusion.exponent_derivative_eq_zero_iff
```

```
'GaussianExponentDiffusion.exponent_derivative_eq_centre_laplacian' depends on axioms: [propext, Classical.choice, Quot.sound]
'GaussianExponentDiffusion.heat_equation' depends on axioms: [propext, Classical.choice, Quot.sound]
'GaussianExponentDiffusion.exponent_derivative_eq_zero_iff' depends on axioms: [propext, Classical.choice, Quot.sound]
```
